# With a momentum-independent vertex, the momentum-summed ladder obeys a ladder equation in frequency alone

Let a two-particle quantity `X` solve the Bethe-Salpeter equation X = X₀ + X₀ΓX, where the bubble X₀ is diagonal in momentum and frequency and the vertex Γ depends on the two frequencies only. The theorem `local_ladder` states that the local part of `X` then solves an equation of the same form on frequencies alone, with the same Γ and the local part of the bubble. Momenta and frequencies form finite sets, and the local part is a plain sum over both momenta, not divided by their number. The attempt writes the vertex as SᵀΓS, where S is the matrix that sums over momenta, puts this into the ladder equation, and multiplies by S on the left and Sᵀ on the right.

Lean 4 with Mathlib refuses this proof:

```lean
import Mathlib

open Matrix

namespace LocalVertexCorrections

noncomputable section

variable {K W : Type*} [Fintype K] [DecidableEq K] [Fintype W] [DecidableEq W]

/-- The bare particle-hole bubble, diagonal in momentum and frequency. -/
def bubble (χ : K × W → ℂ) : Matrix (K × W) (K × W) ℂ := Matrix.diagonal χ

/-- A local irreducible vertex: it depends on the two frequencies but on no momentum. -/
def localVertex (Γ : Matrix W W ℂ) : Matrix (K × W) (K × W) ℂ :=
  Matrix.of fun p q => Γ p.2 q.2

/-- The ladder (Bethe-Salpeter) equation `X = X₀ + X₀ Γ X` with a local vertex. -/
def IsLadder (χ : K × W → ℂ) (Γ : Matrix W W ℂ) (X : Matrix (K × W) (K × W) ℂ) : Prop :=
  X = bubble χ + bubble χ * localVertex Γ * X

variable (K W) in
/-- The matrix that sums over all momenta at fixed frequency. -/
def momentumSum : Matrix W (K × W) ℂ := Matrix.of fun ω p => if p.2 = ω then 1 else 0

/-- The local part of a two-particle quantity: both momenta are summed over. -/
def localPart (A : Matrix (K × W) (K × W) ℂ) : Matrix W W ℂ :=
  momentumSum K W * A * (momentumSum K W)ᵀ

/-- The local part of the ladder obeys a ladder equation in frequency space alone, with the
same vertex and the local part of the bubble. -/
theorem local_ladder (χ : K × W → ℂ) (Γ : Matrix W W ℂ) (X : Matrix (K × W) (K × W) ℂ)
    (hX : IsLadder χ Γ X) :
    localPart X = localPart (bubble χ) + localPart (bubble χ) * Γ * localPart X := by
  -- a local vertex acts only through momentum sums
  have hV : (localVertex Γ : Matrix (K × W) (K × W) ℂ)
      = momentumSumᵀ * Γ * momentumSum := by
    ext p q
    simp [localVertex, momentumSum, Matrix.mul_apply]
  unfold IsLadder at hX
  rw [hV] at hX
  unfold localPart
  refine (congrArg (fun Y => momentumSum * Y * momentumSumᵀ) hX).trans ?_
  simp only [Matrix.mul_add, Matrix.add_mul, Matrix.mul_assoc]

end

end LocalVertexCorrections
```

Lean reports:

```
Main.lean:37:8: error(lean.synthInstanceFailed): failed to synthesize instance of type class
  HMul (Matrix W W ℂ) ((K : Type ?u.78) → (W : Type ?u.77) → [DecidableEq W] → Matrix W (K × W) ℂ)
    (Matrix (K × W) (K × W) ℂ)

Hint: Type class instance resolution failures can be inspected with the `set_option trace.Meta.synthInstance true` command.
Main.lean:37:8: error: Application type mismatch: The argument
  momentumSum
has type
  (K : Type ?u.76) → (W : Type ?u.75) → [DecidableEq W] → Matrix W (K × W) ℂ
but is expected to have type
  Matrix W W ℂ
in the application
  momentumSumᵀ
```

The change, after which it compiles:

```diff
@@ -35,5 +35,5 @@
   -- a local vertex acts only through momentum sums
   have hV : (localVertex Γ : Matrix (K × W) (K × W) ℂ)
-      = momentumSumᵀ * Γ * momentumSum := by
+      = (momentumSum K W)ᵀ * Γ * momentumSum K W := by
     ext p q
     simp [localVertex, momentumSum, Matrix.mul_apply]
@@ -41,5 +41,5 @@
   rw [hV] at hX
   unfold localPart
-  refine (congrArg (fun Y => momentumSum * Y * momentumSumᵀ) hX).trans ?_
+  refine (congrArg (fun Y => momentumSum K W * Y * (momentumSum K W)ᵀ) hX).trans ?_
   simp only [Matrix.mul_add, Matrix.add_mul, Matrix.mul_assoc]
 
```

Cause. Both messages concern the statement of `hV`, and both come from the way `momentumSum` is defined. The line `variable (K W) in` before it makes `K` and `W` explicit arguments, so `momentumSum` by itself is a function still waiting for two types, as the type printed in the second message shows. That message says that the transpose needs a matrix and was given this function. The first says that Lean knows no product of a matrix with such a function.

The diff supplies the arguments. `momentumSum K W` is a matrix with rows in `W` and columns in `K × W`, so `(momentumSum K W)ᵀ * Γ * momentumSum K W` is a square matrix on `K × W`, as the left side of `hV` requires. The brackets make the transpose apply to the whole of `momentumSum K W`.

The `refine` line leaves out the same arguments and gets the same correction, though no message points to it. The argument of the proof is unchanged.
